# An FCIQMC step with nonzero time step is unbiased exactly when every nonzero off-diagonal coupling can be attempted

Suppose an excitation generator never proposes state $j$ from state $i$, although $H_{ji}\neq0$. The contribution $-\tau H_{ji}n_i$ to the population on $j$ is then missing from every run, and averaging over more runs does not restore it. If every such coupling can be attempted, one step takes signed integer populations $n$ to populations with mean $(1-\tau(H-S))n$. This holds for plain FCIQMC in a finite space with real $H$ and no initiator threshold. FCIQMC stands for full configuration interaction quantum Monte Carlo. Here $H$ is the Hamiltonian matrix, $\tau$ the imaginary-time step and $S$ the energy shift that controls the population.

```lean
import Mathlib

open Matrix

namespace FCIQMC

noncomputable section
```

## Rounding without bias

Walkers are whole, but spawns and deaths are computed as real numbers. Write $x=\lfloor x\rfloor+f$ and round up with probability $f$:
$$(1-f)\lfloor x\rfloor+f(\lfloor x\rfloor+1)=x.$$
If $x$ were always rounded down, a spawn of $0.3$ would never happen.

```lean
/-- The two neighbouring integers offered by stochastic rounding of `x`: the floor, or the floor
plus one. -/
def rounded (x : ℝ) : Bool → ℤ
  | true => ⌊x⌋ + 1
  | false => ⌊x⌋

/-- The probabilities of rounding `x` up (its fractional part) and down (the remainder). -/
def roundWeight (x : ℝ) : Bool → ℝ
  | true => x - ⌊x⌋
  | false => 1 - (x - ⌊x⌋)
```

## Attempt probabilities that sum to one

A walker on $i$ attempts $j$ with probability $p(j,i)$, written `p j i`. The fields `p_nonneg` and `p_sum` make each $p(\cdot,i)$ a distribution. If its sum were $c\neq1$, the outcomes of a single walker on $i$ would have total weight $c$. `H` need not be symmetric.

```lean
/-- The data of a walker simulation: a real matrix `H`, a time step `τ`, a shift `S`, and the
probability `p j i` that a walker on state `i` attempts state `j`. -/
structure Scheme (ι : Type*) [Fintype ι] where
  H : Matrix ι ι ℝ
  τ : ℝ
  S : ℝ
  p : ι → ι → ℝ
  p_nonneg : ∀ j i, 0 ≤ p j i
  p_sum : ∀ i, ∑ j, p j i = 1
```

State $i$ carries $|n_i|$ walkers of sign $\operatorname{sgn}n_i$. The unrounded spawn is $s_{ji}=-\tau H_{ji}/p(j,i)$ for $j\neq i$, with $s_{ii}=0$; the unrounded death is $d_i=\tau(H_{ii}-S)$, where a negative value means cloning.

```lean
/-- The individual walkers of a signed population: `|n i|` of them on each state `i`. -/
abbrev Walker {ι : Type*} (n : ι → ℤ) := Σ i, Fin (n i).natAbs

variable {ι : Type*} [Fintype ι] [DecidableEq ι] (A : Scheme ι)

/-- The unrounded spawn from `i` to an attempted state `j`, for `p j i ≠ 0`; an attempt on the
parent's own state spawns nothing. -/
def Scheme.spawn (j i : ι) : ℝ := if j = i then 0 else -A.τ * A.H j i / A.p j i

/-- The unrounded number of deaths per walker on `i`. -/
def Scheme.death (i : ι) : ℝ := A.τ * (A.H i i - A.S)
```

One walker's outcome is a triple: target, spawn rounding, death rounding. `change` gives its effect on state $k$ for a positive walker.

```lean
/-- The probability that a walker on `i` draws a given target and given roundings of its spawn
and its death. -/
def Scheme.weight (i : ι) (a : ι × Bool × Bool) : ℝ :=
  A.p a.1 i * roundWeight (A.spawn a.1 i) a.2.1 * roundWeight (A.death i) a.2.2

/-- The integer change on state `k` caused by one positive walker on `i`. -/
def Scheme.change (i : ι) (a : ι × Bool × Bool) (k : ι) : ℤ :=
  (if a.1 = k then rounded (A.spawn a.1 i) a.2.1 else 0) -
    (if i = k then rounded (A.death i) a.2.2 else 0)
```

## Independent walkers

A run `ω` assigns a triple to every walker, and its probability is a product. `next` adds all signed changes, which includes annihilation; `expect` is the weighted sum over runs.

```lean
/-- The probability of a joint outcome in which all walkers draw independently. -/
def Scheme.runWeight (n : ι → ℤ) (ω : Walker n → ι × Bool × Bool) : ℝ :=
  ∏ w, A.weight w.1 (ω w)

/-- The signed population after spawning, death and summation of all walkers on each state. -/
def Scheme.next (n : ι → ℤ) (ω : Walker n → ι × Bool × Bool) (k : ι) : ℤ :=
  n k + ∑ w : Walker n, (n w.1).sign * A.change w.1 (ω w) k

/-- The expected value of an observable `f` one step after the population `n`. -/
def Scheme.expect (f : (ι → ℤ) → ℝ) (n : ι → ℤ) : ℝ :=
  ∑ ω : Walker n → ι × Bool × Bool, A.runWeight n ω * f (A.next n ω)

/-- The deterministic short-time propagator `1 - τ (H - S)`. -/
def Scheme.propagator : Matrix ι ι ℝ := 1 - A.τ • (A.H - A.S • (1 : Matrix ι ι ℝ))
```

Independence enters the proof in `mean_of_one`: the factors of all other walkers sum to one, leaving the chosen walker's own mean. `runWeight_probability` uses both conditions on $p$ to show that the run weights form a probability distribution.

```lean
/-- Stochastic rounding is unbiased: its mean is the unrounded number. -/
theorem rounding_unbiased (x : ℝ) : ∑ b, roundWeight x b * (rounded x b : ℝ) = x := by
  simp only [Fintype.sum_bool, roundWeight, rounded]
  push_cast
  ring

/-- For independent draws, the mean of a quantity that depends on one walker only is the mean
over that walker's own draw. -/
theorem mean_of_one {W α : Type*} [Fintype W] [DecidableEq W] [Fintype α]
    (q : W → α → ℝ) (hq : ∀ w, ∑ a, q w a = 1) (w₀ : W) (f : α → ℝ) :
    ∑ ω : W → α, (∏ w, q w (ω w)) * f (ω w₀) = ∑ a, q w₀ a * f a := by
  have h : ∏ w, ∑ a, q w a * (if w = w₀ then f a else 1) =
      ∑ ω : W → α, ∏ w, q w (ω w) * (if w = w₀ then f (ω w) else 1) := by
    rw [Finset.prod_univ_sum, Fintype.piFinset_univ]
  calc _ = ∑ ω : W → α, ∏ w, q w (ω w) * (if w = w₀ then f (ω w) else 1) := by
        refine Finset.sum_congr rfl fun ω _ => ?_
        rw [Finset.prod_mul_distrib]
        congr 1
        simp
    _ = _ := h.symm
    _ = _ := by
        rw [Finset.prod_eq_single w₀]
        · simp
        · intro w _ hw
          simp [hw, hq]
        · simp

/-- The probabilities of one walker's draws sum to one. -/
theorem weight_sum (i : ι) : ∑ a, A.weight i a = 1 := by
  have h : ∀ j, ∑ b : Bool × Bool, A.weight i (j, b) = A.p j i := by
    intro j
    simp only [Scheme.weight, Fintype.sum_prod_type, Fintype.sum_bool, roundWeight]
    ring
  rw [Fintype.sum_prod_type, Finset.sum_congr rfl fun j _ => h j, A.p_sum]

/-- The joint outcomes of a step carry a probability distribution: their weights are nonnegative
and sum to one. -/
theorem runWeight_probability (n : ι → ℤ) :
    (∀ ω, 0 ≤ A.runWeight n ω) ∧ ∑ ω, A.runWeight n ω = 1 := by
  have hr : ∀ x b, 0 ≤ roundWeight x b := by
    intro x b
    have h1 := Int.floor_le x
    have h2 := Int.lt_floor_add_one x
    cases b <;> simp only [roundWeight] <;> linarith
  constructor
  · intro ω
    exact Finset.prod_nonneg fun w _ =>
      mul_nonneg (mul_nonneg (A.p_nonneg _ _) (hr _ _)) (hr _ _)
  · have h : ∏ w : Walker n, ∑ a, A.weight w.1 a = ∑ ω, A.runWeight n ω := by
      rw [Finset.prod_univ_sum, Fintype.piFinset_univ]
      rfl
    rw [← h]
    exact Finset.prod_eq_one fun w _ => weight_sum A w.1
```

The step could also have been modelled with any joint law that has the same one-walker distributions. By linearity the mean would stay the same, while correlations between walkers could change the variance.

For one positive walker on $i$, the mean change on $k$ is
$$\sum_j p(j,i)\,(\delta_{jk}s_{ji}-\delta_{ik}d_i)=p(k,i)s_{ki}-\delta_{ik}d_i,$$
where the death term uses $\sum_jp(j,i)=1$. This is `mean_change`. Summing over walkers, with $\operatorname{sgn}(n_i)|n_i|=n_i$, gives `expect_population`:
$$E[n'_k]=n_k+\sum_i\bigl(p(k,i)s_{ki}-\delta_{ik}d_i\bigr)n_i.$$

```lean
/-- The mean change on `k` due to one positive walker on `i` is the attempt probability times the
unrounded spawn, minus the unrounded death if `i = k`. -/
theorem mean_change (i k : ι) : ∑ a, A.weight i a * (A.change i a k : ℝ) =
    A.p k i * A.spawn k i - (if i = k then A.death i else 0) := by
  have h : ∀ j, ∑ b : Bool × Bool, A.weight i (j, b) * (A.change i (j, b) k : ℝ) =
      (if j = k then A.p j i * A.spawn j i else 0) -
        A.p j i * (if i = k then A.death i else 0) := by
    intro j
    simp only [Scheme.weight, Scheme.change, Fintype.sum_prod_type, Fintype.sum_bool,
      roundWeight, rounded]
    split_ifs <;> push_cast <;> ring
  rw [Fintype.sum_prod_type, Finset.sum_congr rfl fun j _ => h j, Finset.sum_sub_distrib,
    ← Finset.sum_mul, A.p_sum, one_mul, Finset.sum_ite_eq', if_pos (Finset.mem_univ _)]

/-- The mean new population on `k` is the old one plus the mean changes due to all signed
walkers. -/
theorem expect_population (n : ι → ℤ) (k : ι) : A.expect (fun m => (m k : ℝ)) n =
    n k + ∑ i, (A.p k i * A.spawn k i - (if i = k then A.death i else 0)) * (n i : ℝ) := by
  have hw : ∀ w : Walker n, ∑ ω, A.runWeight n ω * (A.change w.1 (ω w) k : ℝ) =
      A.p k w.1 * A.spawn k w.1 - (if w.1 = k then A.death w.1 else 0) := fun w =>
    (mean_of_one (fun w : Walker n => A.weight w.1) (fun w => weight_sum A w.1) w
      (fun a => (A.change w.1 a k : ℝ))).trans (mean_change A w.1 k)
  simp only [Scheme.expect, Scheme.next, Int.cast_add, Int.cast_sum, Int.cast_mul, mul_add]
  rw [Finset.sum_add_distrib, ← Finset.sum_mul, (runWeight_probability A n).2, one_mul]
  congr 1
  -- linearity of the mean, walker by walker
  calc _ = ∑ w : Walker n, ((n w.1).sign : ℝ) *
        ∑ ω, A.runWeight n ω * (A.change w.1 (ω w) k : ℝ) := by
        simp only [Finset.mul_sum]
        rw [Finset.sum_comm]
        refine Finset.sum_congr rfl fun w _ => Finset.sum_congr rfl fun ω _ => ?_
        ring
    _ = _ := by
        rw [Finset.sum_congr rfl fun w _ => by rw [hw w], Fintype.sum_sigma]
        refine Finset.sum_congr rfl fun i _ => ?_
        have h := congrArg (Int.cast : ℤ → ℝ) (Int.sign_mul_natAbs (n i))
        rw [Int.cast_mul, Int.cast_natCast] at h
        change ∑ _y : Fin (n i).natAbs, ((n i).sign : ℝ) *
          (A.p k i * A.spawn k i - (if i = k then A.death i else 0)) = _
        rw [Finset.sum_const, Finset.card_univ, Fintype.card_fin, nsmul_eq_mul]
        linear_combination (A.p k i * A.spawn k i - (if i = k then A.death i else 0)) * h
```

## Every coupling can be attempted

The hypothesis `hp` says that $p(j,i)>0$ whenever $j\neq i$ and $H_{ji}\neq0$. It lets $p$ cancel, $p(k,i)s_{ki}=-\tau H_{ki}$ for $k\neq i$, so
$$E[n'_k]=n_k-\tau\sum_{i\neq k}H_{ki}n_i-\tau(H_{kk}-S)n_k=[(1-\tau(H-S))n]_k.$$
`propagator_mulVec` writes the right-hand side in components. `expected_step` then compares terms: the diagonal, zero couplings, and nonzero couplings, where `mul_div_cancel₀` removes $p$.

```lean
/-- The propagator acts as the identity plus `-τ (H - S)`, written in components. -/
theorem propagator_mulVec (v : ι → ℝ) (k : ι) : (A.propagator *ᵥ v) k =
    v k + ∑ i, (-A.τ * (A.H k i - if k = i then A.S else 0)) * v i := by
  have e : ∀ i, A.propagator k i * v i = (if k = i then v i else 0) +
      (-A.τ * (A.H k i - if k = i then A.S else 0)) * v i := by
    intro i
    simp only [Scheme.propagator, Matrix.sub_apply, Matrix.smul_apply, Matrix.one_apply,
      smul_eq_mul]
    split_ifs <;> ring
  change ∑ i, A.propagator k i * v i = _
  rw [Finset.sum_congr rfl fun i _ => e i, Finset.sum_add_distrib, Finset.sum_ite_eq,
    if_pos (Finset.mem_univ _)]

/-- If every nonzero off-diagonal `H j i` has a positive attempt probability, the expected signed
population after one step is `(1 - τ (H - S)) n`. -/
theorem expected_step (hp : ∀ j i, j ≠ i → A.H j i ≠ 0 → 0 < A.p j i) (n : ι → ℤ) (k : ι) :
    A.expect (fun m => (m k : ℝ)) n = (A.propagator *ᵥ fun i => (n i : ℝ)) k := by
  rw [expect_population, propagator_mulVec]
  congr 1
  refine Finset.sum_congr rfl fun i _ => ?_
  congr 1
  by_cases hk : k = i
  · subst hk
    simp [Scheme.spawn, Scheme.death]
  · rw [Scheme.spawn, if_neg hk, if_neg (Ne.symm hk), if_neg hk]
    by_cases hH : A.H k i = 0
    · simp [hH]
    · -- the attempt probability cancels
      have h0 := (hp k i hk hH).ne'
      rw [mul_div_cancel₀ _ h0]
      ring
```

With a single state, `hp` is empty: nothing spawns, and death alone gives the mean $(1-\tau(H_{11}-S))n_1$.

## A nonzero time step

The converse needs `hτ`. Place one walker on $i$ and suppose $p(j,i)=0$ with $j\neq i$. The mean on $j$ is $0$, whereas the propagator gives $-\tau H_{ji}$; equality forces $\tau H_{ji}=0$. At $\tau=0$ the mean is $n$ for any $p$, so unbiasedness no longer implies coverage.

```lean
/-- For a nonzero time step, the step is unbiased for all populations exactly when every nonzero
off-diagonal `H j i` has a positive attempt probability. -/
theorem unbiased_iff (hτ : A.τ ≠ 0) :
    (∀ (n : ι → ℤ) (k : ι), A.expect (fun m => (m k : ℝ)) n =
      (A.propagator *ᵥ fun i => (n i : ℝ)) k) ↔
    ∀ j i, j ≠ i → A.H j i ≠ 0 → 0 < A.p j i := by
  refine ⟨fun h j i hji hH => ?_, fun hp => expected_step A hp⟩
  refine lt_of_le_of_ne (A.p_nonneg j i) fun h0 => ?_
  -- a single walker on `i` detects the missing connection
  have hs : ∀ g : ι → ℝ, ∑ l, g l * ((Pi.single i (1 : ℤ) : ι → ℤ) l : ℝ) = g i := by
    intro g
    simp [Pi.single_apply]
  have h1 := h (Pi.single i 1) j
  rw [expect_population, propagator_mulVec, hs, hs, ← h0, if_neg (Ne.symm hji),
    if_neg hji] at h1
  exact mul_ne_zero hτ hH (by linarith)
```

## A fixed shift

$S$ is a constant of the scheme. If every nonzero off-diagonal coupling can be attempted, taking the mean over one step therefore turns the linear observable $v\cdot n$ into $(vP)\cdot n$, with $P=1-\tau(H-S)$, and induction gives $v\cdot P^m n$ after $m$ steps. In Lean, `A.expect^[m]` iterates the one-step mean, with fresh draws each time. A shift adjusted to the population would make $P$ itself random, and the mean would in general not be a matrix power. The theorem bounds neither $\tau$ nor the noise, and makes no statement about convergence to the ground state.

```lean
/-- At fixed shift, if every nonzero off-diagonal `H j i` has a positive attempt probability, the
mean of a linear observable `v` after `m` steps is its value on `(1 - τ (H - S))ᵐ n`. -/
theorem expected_steps (hp : ∀ j i, j ≠ i → A.H j i ≠ 0 → 0 < A.p j i) (m : ℕ)
    (v : ι → ℝ) (n : ι → ℤ) :
    (A.expect^[m]) (fun n' => v ⬝ᵥ fun i => (n' i : ℝ)) n =
      v ⬝ᵥ (A.propagator ^ m *ᵥ fun i => (n i : ℝ)) := by
  induction m generalizing v with
  | zero => simp
  | succ m ih =>
    -- one step turns the observable `v` into `v` times the propagator
    have h : A.expect (fun n' => v ⬝ᵥ fun i => (n' i : ℝ)) =
        fun n' => (v ᵥ* A.propagator) ⬝ᵥ fun i => (n' i : ℝ) := by
      funext n'
      rw [← Matrix.dotProduct_mulVec]
      simp only [dotProduct]
      rw [Finset.sum_congr rfl fun k _ => by rw [← expected_step A hp n' k]]
      simp only [Scheme.expect, Finset.mul_sum]
      rw [Finset.sum_comm]
      refine Finset.sum_congr rfl fun k _ => Finset.sum_congr rfl fun ω _ => ?_
      ring
    rw [Function.iterate_succ_apply, h, ih, ← Matrix.dotProduct_mulVec, Matrix.mulVec_mulVec,
      ← pow_succ']

end

end FCIQMC
```

```lean
#print axioms FCIQMC.rounding_unbiased
#print axioms FCIQMC.unbiased_iff
#print axioms FCIQMC.expected_steps
```

```
'FCIQMC.rounding_unbiased' depends on axioms: [propext, Classical.choice, Quot.sound]
'FCIQMC.unbiased_iff' depends on axioms: [propext, Classical.choice, Quot.sound]
'FCIQMC.expected_steps' depends on axioms: [propext, Classical.choice, Quot.sound]
```
